# Splitting and circular polarisation of the eigenstates of the two-level bright-exciton Hamiltonian

A code that computes exciton fine structure from k·p envelope functions may end with a reduction step: the two bright exciton states are taken out of the larger problem, the Hamiltonian is written in the basis of the two circularly polarised states, the mean energy is subtracted, and the level splitting and the circular polarisation of the two eigenstates are read from the remaining $2\times2$ matrix. Provided the anisotropic exchange term and the Zeeman term are not both zero, the splitting and the circular polarisation of the two eigenstates have closed forms in this two-level model, and a code can use them in place of a numerical diagonalisation or as reference values for one.

## Eigenvalues and polarisation in closed form

The state space is $\mathbb{C}^2$ with components $v_0, v_1$ along the two circular basis states. The Hamiltonian is

$$H(\delta,z)=\frac12\begin{pmatrix} z & \delta\\ \bar\delta & -z\end{pmatrix},\qquad S=\sqrt{|\delta|^2+z^2},$$

with $z$ real, $\delta$ complex and $\bar\delta$ its conjugate. The parameter $z$ stands for the Zeeman splitting of the two circular states in a field along the optical axis. The parameter $\delta$ stands for the anisotropic part of the electron–hole exchange, which couples the two circular states; once the relative phase of the two basis states is fixed, its phase encodes the orientation of the anisotropy axis, and for basis states proportional to $X\pm iY$ with real coefficients, built from linearly polarised states $X$, $Y$ along the coordinate axes, $\delta=d$ real is the case of axes aligned with the anisotropy. Both are inputs of the model. The Pauli matrices are

$$\sigma_x=\begin{pmatrix}0&1\\1&0\end{pmatrix},\quad \sigma_y=\begin{pmatrix}0&-i\\ i&0\end{pmatrix},\quad \sigma_z=\begin{pmatrix}1&0\\0&-1\end{pmatrix},$$

and $\langle A\rangle=v^\dagger A v$ for a unit vector $v$, so that $\langle\sigma_z\rangle=|v_0|^2-|v_1|^2$ is the circular polarisation of the state.

A complex number $\mu$ is an eigenvalue of $H$ exactly when $\mu=\pm S/2$, and for each sign $s=\pm1$ a unit eigenvector with eigenvalue $sS/2$ exists. If $\delta$ and $z$ are not both zero, every such unit eigenvector has

$$\langle\sigma_z\rangle=\frac{s\,z}{S},\qquad \langle\sigma_x\rangle=\frac{s\,\mathrm{Re}\,\delta}{S},\qquad \langle\sigma_y\rangle=-\frac{s\,\mathrm{Im}\,\delta}{S},$$

and $\langle\sigma_z\rangle^2=1$ holds exactly when $\delta=0$. For real $d$ the splitting is $S=\sqrt{d^2+z^2}$.

## Use in a fine-structure routine

In the two-level model with given $\delta$ and $z$, the result fixes the level splitting and the circular polarisation of each eigenstate: at $z=0$, $\delta\neq0$ both eigenstates have $\langle\sigma_z\rangle=0$, and at $\delta=0$, $z\neq0$ they have $\langle\sigma_z\rangle=s\,z/|z|$. A routine that holds a projected Hermitian block $h$ with entries $h_{ij}$, $i,j\in\{0,1\}$, reaches the form above with $z=h_{00}-h_{11}$ and $\delta=2h_{01}$ after subtracting $(h_{00}+h_{11})/2$ from the diagonal.

Three conventions matter when output is compared. The prefactor $\tfrac12$ makes $|\delta|$ the full zero-field splitting, twice the modulus of the off-diagonal element. The entry in row 0, column 1 is $\delta/2$ and not its conjugate, which fixes the minus sign in $\langle\sigma_y\rangle$. The sign $s$ labels the energy branch, with $s=+1$ the upper level, so the upper level has $\langle\sigma_z\rangle$ of the same sign as $z$.

The polarisation formulas hold for every unit eigenvector, whatever overall phase an eigensolver returns. For an eigenvector $w\neq0$ that is not normalised, the quantity to compare is $w^\dagger\sigma_z w/w^\dagger w$. The derivation below uses no explicit eigenvector, which avoids a case distinction: the candidate $(z+S,\bar\delta)$ for the upper level vanishes at $\delta=0$, $z<0$.

## From the secular determinant and anticommutators to the polarisation

The diagonal of $H$ is real and the off-diagonal entries are conjugates, so $H^\dagger=H$. Squaring the definition gives $S^2=\delta\bar\delta+z^2$, and $S>0$ as soon as one of $\delta$, $z$ is nonzero.

A nonzero $v$ with $Hv=\mu v$ exists exactly when $\det(H-\mu\mathbb{1})=0$, where $\mathbb{1}$ is the identity matrix. Expanding,

$$\det(H-\mu\mathbb 1)=\Big(\frac z2-\mu\Big)\Big(-\frac z2-\mu\Big)-\frac{\delta\bar\delta}{4}=\mu^2-\frac{z^2+\delta\bar\delta}{4}=\Big(\mu-\frac S2\Big)\Big(\mu+\frac S2\Big).$$

The roots are $\pm S/2$. If $w\ne0$ is an eigenvector, then $r=|w_0|^2+|w_1|^2>0$ and $v=w/\sqrt r$ is a unit eigenvector with the same eigenvalue.

The polarisations follow from a statement valid in any finite dimension. Let $H$ be Hermitian, let $A$ be a matrix with $AH+HA=c\,\mathbb 1$ for a complex number $c$, and let $Hv=Ev$ with $E$ real and $v^\dagger v=1$. The adjoint of the eigenvalue equation is $v^\dagger H=Ev^\dagger$. Then $v^\dagger AHv=E\langle A\rangle$ by letting $H$ act to the right, $v^\dagger HAv=E\langle A\rangle$ by letting it act to the left, and $v^\dagger(c\,\mathbb 1)v=c$. Adding the first two,

$$2E\langle A\rangle=c .$$

For $\sigma_z$ the two products are

$$\sigma_zH=\frac12\begin{pmatrix}z&\delta\\-\bar\delta&z\end{pmatrix},\qquad H\sigma_z=\frac12\begin{pmatrix}z&-\delta\\ \bar\delta&z\end{pmatrix},$$

with sum $z\,\mathbb 1$. For $\sigma_x$,

$$\sigma_xH=\frac12\begin{pmatrix}\bar\delta&-z\\ z&\delta\end{pmatrix},\qquad H\sigma_x=\frac12\begin{pmatrix}\delta&z\\-z&\bar\delta\end{pmatrix},$$

with sum $\tfrac12(\delta+\bar\delta)\mathbb 1=\mathrm{Re}\,\delta\;\mathbb 1$. For $\sigma_y$,

$$\sigma_yH=\frac i2\begin{pmatrix}-\bar\delta&z\\ z&\delta\end{pmatrix},\qquad H\sigma_y=\frac i2\begin{pmatrix}\delta&-z\\-z&-\bar\delta\end{pmatrix},$$

with sum $\tfrac i2(\delta-\bar\delta)\mathbb 1=-\mathrm{Im}\,\delta\;\mathbb 1$.

With $E=sS/2$ the general relation reads $sS\langle A\rangle=c$. Since $S\neq0$ and $s^2=1$, it gives $\langle A\rangle=sc/S$, and the three values of $c$ give the three formulas. Finally $\langle\sigma_z\rangle^2=z^2/S^2$ equals 1 exactly when $z^2=\delta\bar\delta+z^2$, that is, when $\delta=0$.

## The Lean file

```lean
import Mathlib

open Matrix ComplexConjugate
open scoped ComplexOrder

namespace BrightExcitonFineStructure

noncomputable section

/-- Bright-exciton Hamiltonian in the circular basis, with complex exchange parameter `δ`
and Zeeman splitting `z`. -/
def fineH (δ : ℂ) (z : ℝ) : Matrix (Fin 2) (Fin 2) ℂ :=
  (1 / 2 : ℂ) • !![(z : ℂ), δ; conj δ, -(z : ℂ)]

/-- The total splitting `S = √(|δ|² + z²)`. -/
def splitting (δ : ℂ) (z : ℝ) : ℝ := √(‖δ‖ ^ 2 + z ^ 2)

/-- The Pauli matrix `σx` in the circular basis. -/
def pauliX : Matrix (Fin 2) (Fin 2) ℂ := !![0, 1; 1, 0]

/-- The Pauli matrix `σy` in the circular basis. -/
def pauliY : Matrix (Fin 2) (Fin 2) ℂ := !![0, -Complex.I; Complex.I, 0]

/-- The Pauli matrix `σz` in the circular basis, the circular-polarisation operator. -/
def pauliZ : Matrix (Fin 2) (Fin 2) ℂ := !![1, 0; 0, -1]

/-- The matrix element `⟨v, A v⟩`. -/
def expect {n : Type*} [Fintype n] (A : Matrix n n ℂ) (v : n → ℂ) : ℂ := star v ⬝ᵥ A *ᵥ v

/-- The fine-structure Hamiltonian is Hermitian. -/
theorem fineH_isHermitian (δ : ℂ) (z : ℝ) : (fineH δ z).IsHermitian := by
  unfold Matrix.IsHermitian
  ext i j
  fin_cases i <;> fin_cases j <;> simp [fineH, Matrix.conjTranspose_apply]

/-- The square of the total splitting is `δ δ* + z²`. -/
theorem splitting_sq (δ : ℂ) (z : ℝ) :
    (splitting δ z : ℂ) ^ 2 = δ * conj δ + (z : ℂ) ^ 2 := by
  have h : splitting δ z ^ 2 = ‖δ‖ ^ 2 + z ^ 2 := Real.sq_sqrt (by positivity)
  rw [Complex.mul_conj, Complex.normSq_eq_norm_sq]
  exact_mod_cast h

/-- The total splitting is positive when `δ` and `z` are not both zero. -/
theorem splitting_pos {δ : ℂ} {z : ℝ} (h : δ ≠ 0 ∨ z ≠ 0) : 0 < splitting δ z := by
  apply Real.sqrt_pos.2
  rcases h with h | h
  · have := norm_pos_iff.2 h
    positivity
  · positivity

/-- The anticommutators of `σz`, `σx`, `σy` with the Hamiltonian are `z`, `Re δ`, `-Im δ`
times the identity. -/
theorem pauli_anticomm (δ : ℂ) (z : ℝ) :
    pauliZ * fineH δ z + fineH δ z * pauliZ = (z : ℂ) • 1 ∧
    pauliX * fineH δ z + fineH δ z * pauliX = (δ.re : ℂ) • 1 ∧
    pauliY * fineH δ z + fineH δ z * pauliY = (-(δ.im : ℂ)) • 1 := by
  refine ⟨?_, ?_, ?_⟩ <;> ext i j <;> fin_cases i <;> fin_cases j <;> apply Complex.ext <;>
    simp [fineH, pauliX, pauliY, pauliZ] <;> ring

/-- In any finite dimension: if `H` is Hermitian, `A H + H A = c · 1`, and `v` is a unit
eigenvector of `H` with real eigenvalue `E`, then `2 E ⟨v, A v⟩ = c`. -/
theorem expect_of_anticomm {n : Type*} [Fintype n] [DecidableEq n] {H A : Matrix n n ℂ}
    (hH : H.IsHermitian) {c : ℂ} (hA : A * H + H * A = c • 1) {E : ℝ} {v : n → ℂ}
    (hv : H *ᵥ v = (E : ℂ) • v) (hn : star v ⬝ᵥ v = 1) : 2 * (E : ℂ) * expect A v = c := by
  -- the bra is a left eigenvector with the same eigenvalue
  have h1 : star v ᵥ* H = (E : ℂ) • star v := by
    have h := congrArg star hv
    rw [Matrix.star_mulVec, hH.eq, star_smul] at h
    rw [h, Complex.star_def, Complex.conj_ofReal]
  have h2 : star v ⬝ᵥ (A * H) *ᵥ v = E * (star v ⬝ᵥ A *ᵥ v) := by
    rw [← Matrix.mulVec_mulVec, hv, Matrix.mulVec_smul, dotProduct_smul, smul_eq_mul]
  have h3 : star v ⬝ᵥ (H * A) *ᵥ v = E * (star v ⬝ᵥ A *ᵥ v) := by
    rw [← Matrix.mulVec_mulVec, Matrix.dotProduct_mulVec, h1, smul_dotProduct, smul_eq_mul]
  have h4 : (c • (1 : Matrix n n ℂ)) *ᵥ v = c • v := by
    ext i
    simp [Matrix.mulVec, dotProduct, Matrix.one_apply]
  -- expectation value of the anticommutator
  have h5 : star v ⬝ᵥ (A * H + H * A) *ᵥ v = c := by
    rw [hA, h4, dotProduct_smul, hn, smul_eq_mul, mul_one]
  rw [Matrix.add_mulVec, dotProduct_add, h2, h3] at h5
  unfold expect
  linear_combination h5

/-- A complex number is an eigenvalue of the Hamiltonian exactly when it equals `± S / 2`. -/
theorem eigenvalue_iff (δ : ℂ) (z : ℝ) (μ : ℂ) :
    (∃ v, v ≠ 0 ∧ fineH δ z *ᵥ v = μ • v) ↔
      μ = (splitting δ z : ℂ) / 2 ∨ μ = -((splitting δ z : ℂ) / 2) := by
  have h1 : ∀ v : Fin 2 → ℂ, (μ • (1 : Matrix (Fin 2) (Fin 2) ℂ)) *ᵥ v = μ • v := by
    intro v
    ext i
    simp [Matrix.mulVec, dotProduct, Matrix.one_apply]
  have key : (∃ v, v ≠ 0 ∧ fineH δ z *ᵥ v = μ • v) ↔
      ∃ v, v ≠ 0 ∧ (fineH δ z - μ • 1) *ᵥ v = 0 := by
    simp only [Matrix.sub_mulVec, h1, sub_eq_zero]
  have hM : fineH δ z - μ • 1 =
      !![(z : ℂ) / 2 - μ, δ / 2; conj δ / 2, -(z : ℂ) / 2 - μ] := by
    ext i j
    fin_cases i <;> fin_cases j <;> simp [fineH] <;> ring
  -- the secular determinant factorises
  have hd : (fineH δ z - μ • 1).det =
      (μ - (splitting δ z : ℂ) / 2) * (μ + (splitting δ z : ℂ) / 2) := by
    rw [hM, Matrix.det_fin_two_of]
    linear_combination (1 / 4 : ℂ) * splitting_sq δ z
  rw [key, Matrix.exists_mulVec_eq_zero_iff, hd, mul_eq_zero, sub_eq_zero,
    add_eq_zero_iff_eq_neg]

/-- For each sign `s = ±1` there is a unit eigenvector with eigenvalue `s S / 2`. -/
theorem exists_unit_eigenvector (δ : ℂ) (z : ℝ) {s : ℝ} (hs : s = 1 ∨ s = -1) :
    ∃ v : Fin 2 → ℂ, star v ⬝ᵥ v = 1 ∧
      fineH δ z *ᵥ v = ((s * splitting δ z / 2 : ℝ) : ℂ) • v := by
  obtain ⟨v, hv0, hv⟩ := (eigenvalue_iff δ z ((s * splitting δ z / 2 : ℝ) : ℂ)).2 (by
    rcases hs with rfl | rfl
    · left; push_cast; ring
    · right; push_cast; ring)
  obtain ⟨r, hr0, hr⟩ : ∃ r : ℝ, 0 ≤ r ∧ star v ⬝ᵥ v = r :=
    ⟨Complex.normSq (v 0) + Complex.normSq (v 1),
      add_nonneg (Complex.normSq_nonneg _) (Complex.normSq_nonneg _), by
      simp [dotProduct, Fin.sum_univ_two, Complex.normSq_eq_conj_mul_self]⟩
  have hne : r ≠ 0 := by
    intro h
    rw [h, Complex.ofReal_zero] at hr
    exact hv0 (dotProduct_star_self_eq_zero.1 hr)
  -- normalise with the factor 1/√r
  obtain ⟨a, ha⟩ : ∃ a : ℝ, a * (a * r) = 1 :=
    ⟨(√r)⁻¹, by rw [← mul_assoc, ← mul_inv, Real.mul_self_sqrt hr0, inv_mul_cancel₀ hne]⟩
  refine ⟨(a : ℂ) • v, ?_, ?_⟩
  · rw [star_smul, smul_dotProduct, dotProduct_smul, hr, Complex.star_def,
      Complex.conj_ofReal, smul_eq_mul, smul_eq_mul]
    exact_mod_cast ha
  · rw [Matrix.mulVec_smul, hv, smul_comm]

/-- If `δ` and `z` are not both zero, every unit eigenvector with eigenvalue `s S / 2`,
`s = ±1`, has `⟨σz⟩ = s z / S`, `⟨σx⟩ = s Re δ / S` and `⟨σy⟩ = -s Im δ / S`. -/
theorem polarisation {δ : ℂ} {z : ℝ} (h : δ ≠ 0 ∨ z ≠ 0) {s : ℝ} (hs : s = 1 ∨ s = -1)
    {v : Fin 2 → ℂ} (hn : star v ⬝ᵥ v = 1)
    (hv : fineH δ z *ᵥ v = ((s * splitting δ z / 2 : ℝ) : ℂ) • v) :
    expect pauliZ v = s * z / splitting δ z ∧
    expect pauliX v = s * δ.re / splitting δ z ∧
    expect pauliY v = s * (-(δ.im : ℂ)) / splitting δ z := by
  have hS : (splitting δ z : ℂ) ≠ 0 := by exact_mod_cast (splitting_pos h).ne'
  have hs2 : (s : ℂ) * s = 1 := by rcases hs with rfl | rfl <;> simp
  -- divide 2 E ⟨A⟩ = c by 2 E = s S
  have solve : ∀ P c : ℂ, 2 * ((s * splitting δ z / 2 : ℝ) : ℂ) * P = c →
      P = s * c / splitting δ z := by
    intro P c hc
    rw [eq_div_iff hS, ← hc]
    push_cast
    linear_combination (-(P * splitting δ z)) * hs2
  obtain ⟨hz, hx, hy⟩ := pauli_anticomm δ z
  have hH := fineH_isHermitian δ z
  exact ⟨solve _ _ (expect_of_anticomm hH hz hv hn), solve _ _ (expect_of_anticomm hH hx hv hn),
    solve _ _ (expect_of_anticomm hH hy hv hn)⟩

/-- If `δ` and `z` are not both zero, a unit eigenvector with eigenvalue `± S / 2` has
`⟨σz⟩² = 1` exactly when the exchange parameter vanishes. -/
theorem fully_circular_iff {δ : ℂ} {z : ℝ} (h : δ ≠ 0 ∨ z ≠ 0) {s : ℝ} (hs : s = 1 ∨ s = -1)
    {v : Fin 2 → ℂ} (hn : star v ⬝ᵥ v = 1)
    (hv : fineH δ z *ᵥ v = ((s * splitting δ z / 2 : ℝ) : ℂ) • v) :
    expect pauliZ v ^ 2 = 1 ↔ δ = 0 := by
  have hS : (splitting δ z : ℂ) ≠ 0 := by exact_mod_cast (splitting_pos h).ne'
  have hs2 : (s : ℂ) * s = 1 := by rcases hs with rfl | rfl <;> simp
  rw [(polarisation h hs hn hv).1, div_pow, div_eq_one_iff_eq (pow_ne_zero 2 hS),
    splitting_sq, mul_pow]
  constructor
  · intro h1
    have h2 : δ * conj δ = 0 := by linear_combination (z : ℂ) ^ 2 * hs2 - h1
    simpa using h2
  · intro h0
    rw [h0]
    linear_combination (z : ℂ) ^ 2 * hs2

/-- For real `d`, `z` not both zero, `H = [[z, d], [d, -z]] / 2` has exactly the eigenvalues `± √(d²
+ z²) / 2`; for each sign `s = ±1` a unit eigenvector with eigenvalue `s √(d² + z²) / 2` exists, and
every unit eigenvector with that eigenvalue has circular polarisation `⟨σz⟩ = s z / √(d² + z²)`. -/
theorem bright_exciton_fine_structure {d z : ℝ} (h : d ≠ 0 ∨ z ≠ 0)
    (H : Matrix (Fin 2) (Fin 2) ℂ)
    (hH : H = (1 / 2 : ℂ) • !![(z : ℂ), (d : ℂ); (d : ℂ), -(z : ℂ)]) :
    (∀ μ : ℂ, (∃ v, v ≠ 0 ∧ H *ᵥ v = μ • v) ↔
      μ = (√(d ^ 2 + z ^ 2) : ℝ) / 2 ∨ μ = -((√(d ^ 2 + z ^ 2) : ℝ) / 2)) ∧
    ∀ s : ℝ, s = 1 ∨ s = -1 →
      (∃ v : Fin 2 → ℂ, star v ⬝ᵥ v = 1 ∧
        H *ᵥ v = ((s * √(d ^ 2 + z ^ 2) / 2 : ℝ) : ℂ) • v) ∧
      ∀ v : Fin 2 → ℂ, star v ⬝ᵥ v = 1 →
        H *ᵥ v = ((s * √(d ^ 2 + z ^ 2) / 2 : ℝ) : ℂ) • v →
        expect pauliZ v = s * z / (√(d ^ 2 + z ^ 2) : ℝ) := by
  have e1 : H = fineH d z := by rw [hH, fineH, Complex.conj_ofReal]
  have e2 : √(d ^ 2 + z ^ 2) = splitting d z := by
    rw [splitting, Complex.norm_real, Real.norm_eq_abs, sq_abs]
  have h' : (d : ℂ) ≠ 0 ∨ z ≠ 0 := h.imp_left Complex.ofReal_ne_zero.2
  rw [e1, e2]
  exact ⟨eigenvalue_iff d z, fun s hs =>
    ⟨exists_unit_eigenvector d z hs, fun v hn hv => (polarisation h' hs hn hv).1⟩⟩

end

end BrightExcitonFineStructure
```

```lean
#print axioms BrightExcitonFineStructure.fully_circular_iff
-- 'BrightExcitonFineStructure.fully_circular_iff' depends on axioms: [propext, Classical.choice, Quot.sound]
#print axioms BrightExcitonFineStructure.bright_exciton_fine_structure
-- 'BrightExcitonFineStructure.bright_exciton_fine_structure' depends on axioms: [propext, Classical.choice, Quot.sound]
```

## How the Lean objects encode the doublet

States have type `Fin 2 → ℂ`, with `v 0` and `v 1` the components $v_0$ and $v_1$. The definitions `fineH δ z` and `splitting δ z` are $H(\delta,z)$ and $S$, and `pauliX`, `pauliY`, `pauliZ` are the matrices written above. The expression `star v ⬝ᵥ v = 1` is $v^\dagger v=1$, and `expect A v` is $v^\dagger Av$ with no division by the norm, so it is an expectation value only together with that hypothesis. It is complex-valued; the theorems equate it with ratios of real numbers, which shows that it is real in these cases.

The theorem `bright_exciton_fine_structure` takes real `d` and `z` with `d ≠ 0 ∨ z ≠ 0` and a matrix `H` that the hypothesis `hH` sets equal to $\tfrac12\begin{pmatrix}z&d\\d&-z\end{pmatrix}$. Its first part says that, for every complex `μ`, a nonzero `v` with `H *ᵥ v = μ • v` exists if and only if $\mu=\pm\sqrt{d^2+z^2}/2$. Quantifying over complex `μ` means that reality of the spectrum is a conclusion. Its second part says that for a real `s` equal to $1$ or $-1$ there is a unit eigenvector with eigenvalue $s\sqrt{d^2+z^2}/2$, and that every such vector has $\langle\sigma_z\rangle=sz/\sqrt{d^2+z^2}$. The values of $\langle\sigma_x\rangle$ and $\langle\sigma_y\rangle$ and the case of complex $\delta$ are in `polarisation`, and the criterion for full circular polarisation is `fully_circular_iff`.

The theorems `eigenvalue_iff` and `exists_unit_eigenvector` carry no condition on the parameters and include $\delta=z=0$, where both eigenvalues are zero. The polarisation statements do carry the condition. At that point $H=0$ and every unit vector is an eigenvector, including $(1,0)$ with $\langle\sigma_z\rangle=1$, while Lean's convention for division would give the right-hand side $0/0$ the value zero.

## The lemmas against the steps above

The lemmas `fineH_isHermitian` and `pauli_anticomm` are entrywise checks; the second compares real and imaginary parts of each of the four entries in each of the three sums. The lemmas `splitting_sq` and `splitting_pos` give $S^2=\delta\bar\delta+z^2$ as an equation in $\mathbb C$ and $S>0$.

In `eigenvalue_iff`, `key` rewrites $Hv=\mu v$ as $(H-\mu\mathbb 1)v=0$, `hM` writes out that matrix, and `hd` is the factorised determinant: the expanded determinant and the product differ by $\tfrac14(S^2-\delta\bar\delta-z^2)$, which is the content of `linear_combination (1 / 4 : ℂ) * splitting_sq δ z`. The Mathlib result `Matrix.exists_mulVec_eq_zero_iff` links a nonzero null vector to a vanishing determinant. In `exists_unit_eigenvector`, a nonzero eigenvector comes from `eigenvalue_iff`, `r` is its squared norm, `hne` shows $r\neq0$, and the real factor `a`, chosen as $1/\sqrt r$, rescales it.

The lemma `expect_of_anticomm` follows the general argument line by line: `h1` is $v^\dagger H=Ev^\dagger$ and is the only place where Hermiticity and the reality of $E$ enter, `h2` and `h3` are the two products, and `h5` is the expectation value of the anticommutator, where the unit norm is used. It holds for any finite index type, and `A` is not required to be Hermitian. In `polarisation`, the auxiliary statement `solve` turns $sSP=c$ into $P=sc/S$ for complex $P$ and $c$, and it is applied once for each Pauli matrix. The theorem `fully_circular_iff` squares the $\sigma_z$ formula, clears the denominator $S^2$ and is left with $\delta\bar\delta=0$. The final theorem identifies `H` with `fineH d z` in `e1` and the square root with `splitting d z` in `e2`, using $\bar d=d$ and $|d|^2=d^2$, and then quotes the earlier results.

## Exact two-level algebra with exchange and Zeeman terms as inputs

What is established is the spectrum and the three expectation values of the exact $2\times2$ matrix, for all admissible parameters and all unit eigenvectors. A routine that implements the same matrix in the same basis order has to agree with these values up to its numerical error.

The reduction to two levels is assumed. Dark excitons, other bands and higher envelope states do not appear, so mixing with them, for instance by an in-plane field, is not described. The parameters are not derived from envelope functions or an exchange integral, $z$ is not tied to a field strength or a g-factor, and the Hamiltonian is traceless, so a common shift of both levels such as a diamagnetic term is absent. The matrix is Hermitian, which excludes radiative widths.

The quantity $\langle\sigma_z\rangle$ is a property of the exciton state. Reading it as the circular polarisation degree of emitted light presupposes equal dipole strengths for the two basis states and detection along the optical axis. Which helicity belongs to index 0, and how $\langle\sigma_x\rangle$ and $\langle\sigma_y\rangle$ map to laboratory axes of linear polarisation, depend on the order and phases of the basis states that a code adopts.

The theorems give no explicit eigenvector components and state neither orthogonality of the two branches nor uniqueness up to phase. They concern exact arithmetic and contain no bound on rounding error; when $S$ is comparable with the uncertainty in the entries of the projected block, the ratio $z/S$ is poorly determined, and a routine does well to report $S$ next to it. The recipe for $z$ and $\delta$ from a projected block, the explicit vector $(z+S,\bar\delta)$, the example at $H=0$ and the comment on small $S$ are commentary that no theorem in the file states.
